# An ultrasoft eigenproblem with orthonormal projectors and strengths above −1 reduces to an ordinary eigenproblem

Q: In an ultrasoft or PAW calculation the smooth wavefunction does not carry the full norm. Near each atom some charge is missing or in excess, and the overlap operator $S$ corrects for it, so I have to solve $Hx = e\,Sx$ instead of $Hx = e\,x$. You say that an explicit matrix removes $S$. Which $S$ do you mean?

A: One in a finite orthonormal basis, such as a truncated set of plane waves. Let $p_i$ be projector vectors with $p_i^H p_j = \delta_{ij}$, and let $q_i$ be real augmentation strengths:

$$S = 1 + \sum_i q_i\, p_i p_i^H = 1 + P D_q P^H .$$

Here $P$ has the $p_i$ as columns, $D_q$ is the diagonal matrix of the $q_i$, and $H$ as a superscript means conjugate transpose. The matrix that removes $S$ is

$$M = 1 + \sum_i \big((1+q_i)^{-1/2} - 1\big)\, p_i p_i^H .$$

I require $q_i > -1$. Since $p_i^H S p_i = 1 + q_i$, this says that a state along $p_i$ keeps a positive norm after augmentation.

Q: Show me by hand that $M$ does the job.

A: Write $S(a) = 1 + P D_a P^H$ for any real strengths $a_i$. Because $P^H P = 1$,

$$S(a)S(b) = 1 + P D_a P^H + P D_b P^H + P D_a (P^H P) D_b P^H = 1 + P(D_a + D_b + D_a D_b)P^H .$$

The strengths combine to $a_i + b_i + a_i b_i = (1+a_i)(1+b_i) - 1$. Now define $S^t$ as the matrix with strengths $(1+q_i)^t - 1$. The product of $S^s$ and $S^t$ has strengths $(1+q_i)^{s+t} - 1$, so $S^s S^t = S^{s+t}$, with $S^0 = 1$ and $S^1 = S$. As $M = S^{-1/2}$, we get $MSM = S^0 = 1$. It is Hermitian because its strengths are real.

For the eigenproblem, put $R = S^{1/2}$. If $Hx = e\,Sx$, multiply by $M$ from the left. The right side becomes $e\,MSx = e\,Rx$, and the left side is $MHx = (MHM)Rx$, since $MR = 1$. Conversely, multiply $(MHM)Rx = e\,Rx$ by $R$. Since $RM = MR = 1$ and $RR = S$, this returns $Hx = e\,Sx$.

Q: Fine. But a formal statement can be about something subtly different. What are the objects?

A: The index type `n` labels basis functions and `m` labels projectors. Both are finite.

```lean
import Mathlib

open Matrix

namespace UltrasoftOverlapPowers

noncomputable section

variable {n m : Type*} [Fintype n] [DecidableEq n] [Fintype m] [DecidableEq m]
```

The overlap is defined for arbitrary real strengths, so the same definition serves for $S$ and for its powers.

```lean
/-- The overlap operator `1 + P diag(c) Pᴴ`, where the columns of `P` are the projectors
and the real numbers `c i` are the augmentation strengths. -/
def overlap (P : Matrix n m ℂ) (c : m → ℝ) : Matrix n n ℂ :=
  1 + P * diagonal (fun i => (c i : ℂ)) * Pᴴ

/-- The candidate for the power `t` of the overlap: each strength `q i` is replaced by
`(1 + q i) ^ t - 1`. It is meant for strengths `q i > -1`. -/
def overlapPow (P : Matrix n m ℂ) (q : m → ℝ) (t : ℝ) : Matrix n n ℂ :=
  overlap P (fun i => (1 + q i) ^ t - 1)
```

Thus `overlap P q` is $S$, and `overlapPow P q (-1/2)` is $M$.

Q: That is a matrix product, whereas I wrote a sum over projectors.

A: The next lemma identifies the two, with `vecMulVec` as the dyad $p_i p_i^H$. Its proof compares the entries in row `k` and column `l`.

```lean
omit [Fintype n] in
/-- The overlap is the identity plus the weighted sum of the dyads `p_i p_iᴴ`. -/
theorem overlap_eq_sum (P : Matrix n m ℂ) (c : m → ℝ) :
    overlap P c = 1 + ∑ i, (c i : ℂ) •
      vecMulVec (fun k => P k i) (fun k => star (P k i)) := by
  ext k l
  simp only [overlap, Matrix.add_apply, Matrix.sum_apply, Matrix.smul_apply,
    vecMulVec_apply, smul_eq_mul]
  rw [Matrix.mul_apply]
  congr 1
  refine Finset.sum_congr rfl fun i _ => ?_
  rw [Matrix.mul_diagonal, conjTranspose_apply]
  ring
```

Hermiticity comes next. The proof takes the conjugate transpose of each factor and uses that real strengths are unchanged by conjugation. It needs no orthonormality.

```lean
omit [Fintype n] in
/-- The overlap operator with real strengths is Hermitian. -/
theorem overlap_isHermitian (P : Matrix n m ℂ) (c : m → ℝ) :
    (overlap P c).IsHermitian := by
  have hD : (diagonal (fun i => (c i : ℂ)))ᴴ = diagonal (fun i => (c i : ℂ)) := by
    rw [diagonal_conjTranspose]
    exact congrArg diagonal (funext fun i => Complex.conj_ofReal (c i))
  show (overlap P c)ᴴ = overlap P c
  unfold overlap
  rw [conjTranspose_add, conjTranspose_one, conjTranspose_mul, conjTranspose_mul,
    conjTranspose_conjTranspose, hD, Matrix.mul_assoc]
```

Q: Where does orthonormality enter?

A: As the hypothesis `hP : Pᴴ * P = 1`, in the product rule. In the proof, `key` removes the inner $P^H P$, `hd` splits the diagonal matrix of combined strengths, and `expand` multiplies out $(1+X)(1+Y)$.

```lean
/-- For orthonormal projectors, the product of two overlap operators with strengths `a` and `b`
is the overlap operator with strengths `a + b + a b`. -/
theorem overlap_mul {P : Matrix n m ℂ} (hP : Pᴴ * P = 1) (a b : m → ℝ) :
    overlap P a * overlap P b = overlap P (fun i => a i + b i + a i * b i) := by
  have key : ∀ A B : Matrix m m ℂ, P * A * Pᴴ * (P * B * Pᴴ) = P * (A * B) * Pᴴ := by
    intro A B
    calc P * A * Pᴴ * (P * B * Pᴴ) = P * A * (Pᴴ * P) * B * Pᴴ := by
          simp only [Matrix.mul_assoc]
      _ = P * (A * B) * Pᴴ := by
          rw [hP, Matrix.mul_one, Matrix.mul_assoc P A B]
  have hd : diagonal (fun i => ((a i + b i + a i * b i : ℝ) : ℂ)) =
      diagonal (fun i => (a i : ℂ)) + diagonal (fun i => (b i : ℂ)) +
        diagonal (fun i => (a i : ℂ)) * diagonal (fun i => (b i : ℂ)) := by
    rw [diagonal_mul_diagonal]
    ext i j
    by_cases h : i = j
    · subst h
      simp
    · simp [h]
  have expand : ∀ X Y : Matrix n n ℂ, (1 + X) * (1 + Y) = 1 + (X + Y + X * Y) := by
    intro X Y
    noncomm_ring
  unfold overlap
  rw [expand, key, hd, Matrix.mul_add, Matrix.mul_add, Matrix.add_mul, Matrix.add_mul]
```

Q: My projectors usually overlap one another, and my augmentation charges form a matrix $q_{ij}$.

A: Then this applies only after a change of projectors that makes them orthonormal and the charge matrix diagonal. That change is assumed here, not derived.

Q: You call these matrices powers of $S$. Is that only a name?

A: The name is backed by the exponent law and the values at 0 and 1. The condition $q_i > -1$ is used here: `Real.rpow_add` splits $(1+q_i)^{s+t}$ for a positive base, and `ring` finishes the algebra of the strengths.

```lean
/-- For orthonormal projectors and strengths above `-1`, the powers of the overlap obey the exponent
law `S^s S^t = S^(s+t)`, with `S^0 = 1` and `S^1 = S`. -/
theorem overlapPow_law {P : Matrix n m ℂ} (hP : Pᴴ * P = 1) {q : m → ℝ}
    (hq : ∀ i, -1 < q i) :
    (∀ s t, overlapPow P q s * overlapPow P q t = overlapPow P q (s + t)) ∧
      overlapPow P q 0 = 1 ∧ overlapPow P q 1 = overlap P q := by
  refine ⟨fun s t => ?_, by simp [overlapPow, overlap], by simp [overlapPow]⟩
  have h : ∀ i, 0 < 1 + q i := fun i => by linarith [hq i]
  unfold overlapPow
  rw [overlap_mul hP]
  congr 1
  funext i
  simp only [Real.rpow_add (h i)]
  ring
```

Q: Now the main claim. Does it cover my Hamiltonian?

A: It covers any fixed complex matrix `H`, any complex number `e` and any vector `x`. A nonlocal pseudopotential may be part of `H`, but self-consistency, where `H` depends on the solutions, is not modelled. The theorem has three parts: $M$ is Hermitian, $MSM = 1$, and the two eigenvalue equations are equivalent.

```lean
/-- For orthonormal projectors and strengths above `-1`, the matrix `M = S^(-1/2)` is Hermitian,
satisfies `M S M = 1`, and turns `H x = e S x` into the ordinary eigenvalue equation of `M H M` for
the vector `S^(1/2) x`. -/
theorem generalized_to_ordinary {P : Matrix n m ℂ} (hP : Pᴴ * P = 1) {q : m → ℝ}
    (hq : ∀ i, -1 < q i) :
    (overlapPow P q (-1/2)).IsHermitian ∧
    overlapPow P q (-1/2) * overlap P q * overlapPow P q (-1/2) = 1 ∧
    ∀ (H : Matrix n n ℂ) (e : ℂ) (x : n → ℂ),
      H *ᵥ x = e • (overlap P q *ᵥ x) ↔
        (overlapPow P q (-1/2) * H * overlapPow P q (-1/2)) *ᵥ (overlapPow P q (1/2) *ᵥ x)
          = e • (overlapPow P q (1/2) *ᵥ x) := by
  obtain ⟨hadd, h0, h1⟩ := overlapPow_law hP hq
  have hMR : overlapPow P q (-1/2) * overlapPow P q (1/2) = 1 := by
    rw [hadd, ← h0]; norm_num
  have hRM : overlapPow P q (1/2) * overlapPow P q (-1/2) = 1 := by
    rw [hadd, ← h0]; norm_num
  have hRR : overlapPow P q (1/2) * overlapPow P q (1/2) = overlap P q := by
    rw [hadd, ← h1]; norm_num
  have hMS : overlapPow P q (-1/2) * overlap P q = overlapPow P q (1/2) := by
    rw [← hRR, ← Matrix.mul_assoc, hMR, Matrix.one_mul]
  refine ⟨overlap_isHermitian P _, by rw [hMS, hRM], fun H e x => ?_⟩
  -- the inner factors S^(-1/2) S^(1/2) cancel
  have e1 : overlapPow P q (-1/2) * H * overlapPow P q (-1/2) * overlapPow P q (1/2)
      = overlapPow P q (-1/2) * H := by
    rw [Matrix.mul_assoc, hMR, Matrix.mul_one]
  rw [Matrix.mulVec_mulVec, e1]
  constructor
  · intro h
    rw [← Matrix.mulVec_mulVec, h, Matrix.mulVec_smul, Matrix.mulVec_mulVec, hMS]
  · intro h
    have h' := congrArg (fun v => overlapPow P q (1/2) *ᵥ v) h
    simp only [Matrix.mulVec_smul, Matrix.mulVec_mulVec] at h'
    rwa [← Matrix.mul_assoc, hRM, Matrix.one_mul, hRR] at h'
```

The facts `hMR`, `hRM`, `hRR` and `hMS` are $MR = 1$, $RM = 1$, $RR = S$ and $MS = R$, all obtained from the exponent law. Then `e1` cancels the inner $MR$. The two directions of the equivalence are the two multiplications I did by hand, first by $M$ and then by $R$.

Q: Nothing there says that $x \neq 0$, and an eigenvector must be nonzero.

A: The equivalence holds for the zero vector too, where both sides are trivially true. Since $R$ is invertible, $Rx$ is nonzero exactly when $x$ is, so genuine eigenvectors correspond to genuine eigenvectors.

Q: I also want to hand the new matrix to a Hermitian eigensolver.

A: For Hermitian $H$ you can, because $(MHM)^H = M^H H^H M^H = MHM$. The proof is that line.

```lean
/-- If `H` is Hermitian, so is `M H M`, where `M` is the matrix `overlapPow P q (-1/2)`. -/
theorem transformed_isHermitian (P : Matrix n m ℂ) (q : m → ℝ) {H : Matrix n n ℂ}
    (hH : H.IsHermitian) :
    (overlapPow P q (-1/2) * H * overlapPow P q (-1/2)).IsHermitian := by
  have hM : (overlapPow P q (-1/2)).IsHermitian := overlap_isHermitian P _
  show (overlapPow P q (-1/2) * H * overlapPow P q (-1/2))ᴴ = _
  rw [conjTranspose_mul, conjTranspose_mul, hM.eq, hH.eq, Matrix.mul_assoc]
```

Q: And orthogonality? My states satisfy $x^H S y = 0$, not $x^H y = 0$.

A: The map $R$ carries one notion into the other. For any two vectors $x$ and $y$,

$$(Rx)^H (Ry) = x^H R R\, y = x^H S y .$$

In Lean, `star x ⬝ᵥ v` is $x^H v$, conjugate-linear in the first slot. The proof moves $R$ across the product by Hermiticity and then uses $RR = S$.

```lean
/-- For orthonormal projectors and strengths above `-1`, the ordinary inner product of `S^(1/2) x`
and `S^(1/2) y` is the generalized inner product `xᴴ S y`. -/
theorem inner_product_transform {P : Matrix n m ℂ} (hP : Pᴴ * P = 1) {q : m → ℝ}
    (hq : ∀ i, -1 < q i) (x y : n → ℂ) :
    star (overlapPow P q (1/2) *ᵥ x) ⬝ᵥ (overlapPow P q (1/2) *ᵥ y)
      = star x ⬝ᵥ (overlap P q *ᵥ y) := by
  obtain ⟨hadd, -, h1⟩ := overlapPow_law hP hq
  have hR : (overlapPow P q (1/2)).IsHermitian := overlap_isHermitian P _
  have hRR : overlapPow P q (1/2) * overlapPow P q (1/2) = overlap P q := by
    rw [hadd, ← h1]; norm_num
  rw [Matrix.star_mulVec, hR.eq, ← Matrix.dotProduct_mulVec, Matrix.mulVec_mulVec, hRR]
```

So, for a finite basis, a fixed Hamiltonian and orthonormal projectors with strengths $q_i > -1$, a generalized ultrasoft or PAW eigenproblem can be passed to a standard solver with energies and orthogonality relations intact.

Q: Is $q_i > -1$ a real restriction, or just what your formula for $M$ happens to need? Perhaps a cleverer Hermitian $M$ works for $q_i = -2$.

A: None does. Suppose that $M$ is any Hermitian matrix with $MSM = 1$. For square matrices a one-sided inverse is two-sided, so $M(MS) = 1$ and $(SM)M = 1$. Put $W = MSP$. Then $MW = MMSP = P$, and

$$W^H W = P^H S M M S P = P^H S P = 1 + D_q .$$

The diagonal entry for projector $i$ reads $\sum_k |W_{ki}|^2 = 1 + q_i$, so $1 + q_i \ge 0$. If it were zero, column $i$ of $W$ would vanish, and so would column $i$ of $P = MW$. That column is $p_i$, which has norm one. Hence $q_i > -1$.

```lean
/-- For orthonormal projectors, a Hermitian `M` with `M S M = 1` exists if and only if every
strength exceeds `-1`. -/
theorem exists_hermitian_iff {P : Matrix n m ℂ} (hP : Pᴴ * P = 1) (q : m → ℝ) :
    (∃ M : Matrix n n ℂ, M.IsHermitian ∧ M * overlap P q * M = 1) ↔ ∀ i, -1 < q i := by
  constructor
  · rintro ⟨M, hM, h⟩ i
    have hS := overlap_isHermitian P q
    have h1 : M * (M * overlap P q) = 1 := _root_.mul_eq_one_comm.mp h
    have h2 : overlap P q * M * M = 1 :=
      _root_.mul_eq_one_comm.mp (by rw [← Matrix.mul_assoc]; exact h)
    obtain ⟨W, hW⟩ : ∃ W, W = M * overlap P q * P := ⟨_, rfl⟩
    have hPW : P = M * W := by rw [hW, ← Matrix.mul_assoc, h1, Matrix.one_mul]
    -- the Gram matrix of W is Pᴴ S P, the overlap operator's matrix elements between projectors
    have hG : Wᴴ * W = Pᴴ * overlap P q * P := by
      calc Wᴴ * W = Pᴴ * (overlap P q * M * M) * overlap P q * P := by
            rw [hW, conjTranspose_mul, conjTranspose_mul, hM.eq, hS.eq]
            simp only [Matrix.mul_assoc]
        _ = Pᴴ * overlap P q * P := by rw [h2, Matrix.mul_one]
    have hD : Pᴴ * overlap P q * P = 1 + diagonal (fun i => (q i : ℂ)) := by
      unfold overlap
      calc Pᴴ * (1 + P * diagonal (fun i => (q i : ℂ)) * Pᴴ) * P
          = Pᴴ * P + (Pᴴ * P) * diagonal (fun i => (q i : ℂ)) * (Pᴴ * P) := by
            simp only [Matrix.mul_add, Matrix.add_mul, Matrix.mul_one, Matrix.mul_assoc]
        _ = _ := by rw [hP, Matrix.one_mul, Matrix.mul_one]
    have hsum : ∑ k, Complex.normSq (W k i) = 1 + q i := by
      have hii := congrFun (congrFun (hG.trans hD) i) i
      rw [Matrix.mul_apply, Matrix.add_apply, Matrix.one_apply_eq, diagonal_apply_eq] at hii
      apply Complex.ofReal_injective
      push_cast
      simp only [Complex.normSq_eq_conj_mul_self]
      exact hii
    by_contra hneg
    have hnn : ∀ k ∈ Finset.univ, 0 ≤ Complex.normSq (W k i) :=
      fun k _ => Complex.normSq_nonneg _
    have hz : ∑ k, Complex.normSq (W k i) = 0 :=
      le_antisymm (by linarith [not_lt.mp hneg]) (Finset.sum_nonneg hnn)
    have hW0 : ∀ k, W k i = 0 := fun k =>
      Complex.normSq_eq_zero.mp ((Finset.sum_eq_zero_iff_of_nonneg hnn).mp hz k
        (Finset.mem_univ k))
    -- a vanishing column of W would make the normalized projector vanish
    have hP0 : ∀ k, P k i = 0 := by
      intro k
      rw [hPW, Matrix.mul_apply]
      simp [hW0]
    have hone := congrFun (congrFun hP i) i
    rw [Matrix.mul_apply, Matrix.one_apply_eq] at hone
    simp [hP0] at hone
  · intro hq
    exact ⟨_, (generalized_to_ordinary hP hq).1, (generalized_to_ordinary hP hq).2.1⟩
```

In the code, `h1` and `h2` are the two rearranged inverse relations, `hPW` is $P = MW$, and `hG` with `hD` gives $W^H W = 1 + D_q$. The equation for the column norm is `hsum`. The proof then assumes $q_i \le -1$: a sum of nonnegative terms is forced to be zero, `hW0` makes the column of $W$ vanish, and `hP0` contradicts normalization. The other direction takes $M$ from the main theorem.

Q: Last doubt. Is there a truly complex projector that satisfies `hP`, or does a misplaced conjugate rule it out?

A: Take the single projector $(3/5,\; 4i/5)$ in a two-dimensional basis. Its norm squared is $9/25 + 16/25 = 1$. Without the conjugation the sum would be $9/25 - 16/25 = -7/25$, so the example does test the convention. The proof reduces the $1\times 1$ matrix equation to its only entry and evaluates it.

```lean
/-- The single complex projector `(3/5, 4i/5)` in a two-dimensional basis is normalized. -/
theorem orthonormal_witness :
    (!![(3/5 : ℂ); 4/5 * Complex.I])ᴴ * !![(3/5 : ℂ); 4/5 * Complex.I] = 1 := by
  -- real numerals are fixed by complex conjugation
  have c3 : (starRingEnd ℂ) 3 = 3 := Complex.conj_eq_iff_im.mpr (by simp)
  have c4 : (starRingEnd ℂ) 4 = 4 := Complex.conj_eq_iff_im.mpr (by simp)
  have c5 : (starRingEnd ℂ) 5 = 5 := Complex.conj_eq_iff_im.mpr (by simp)
  ext i j
  fin_cases i
  fin_cases j
  simp [Matrix.mul_apply, Fin.sum_univ_succ, Complex.ext_iff, c3, c4, c5]
  norm_num

end

end UltrasoftOverlapPowers
```

```lean
#print axioms UltrasoftOverlapPowers.generalized_to_ordinary
#print axioms UltrasoftOverlapPowers.transformed_isHermitian
#print axioms UltrasoftOverlapPowers.inner_product_transform
#print axioms UltrasoftOverlapPowers.exists_hermitian_iff
```

```
'UltrasoftOverlapPowers.generalized_to_ordinary' depends on axioms: [propext, Classical.choice, Quot.sound]
'UltrasoftOverlapPowers.transformed_isHermitian' depends on axioms: [propext, Classical.choice, Quot.sound]
'UltrasoftOverlapPowers.inner_product_transform' depends on axioms: [propext, Classical.choice, Quot.sound]
'UltrasoftOverlapPowers.exists_hermitian_iff' depends on axioms: [propext, Classical.choice, Quot.sound]
```
